# Isotropic Weyl cones are jointly neutral at exactly one chemical potential

Before computing the transport of an undoped Weyl semimetal from a low-energy model, one has to place the chemical potential. If the nodes lie at different energies, some cones hold electrons and others hold holes, and the two must balance. For finitely many non-interacting, isotropic cones at zero temperature, this condition has a single solution.

Let cone \(i\) have node energy \(e_i\) and velocity \(v_i>0\), with \(\hbar=1\), and let the set of cones be finite and nonempty. The letter \(e\) always means an energy here, not the elementary charge. The density of electrons minus holes at chemical potential \(\mu\) is

\[
n(\mu)=\frac{1}{6\pi^2}\sum_i\frac{(\mu-e_i)^3}{v_i^3}.
\]

It vanishes at exactly one \(\mu\), which lies between the least and greatest node energies. For two cones,

\[
\mu=\frac{v_2e_1+v_1e_2}{v_1+v_2},
\]

and if \(e_1\neq e_2\) and \(v_1\neq v_2\), this is closer to the node of the slower cone.

## From Fermi balls to the neutral point

The upper band of a cone has energy \(e+v|k|\), with \(k\) measured from the node. Its states below \(\mu\) satisfy \(|k|<(\mu-e)/v\). They fill a ball if \(\mu>e\), and there are none otherwise. With one state per momentum-space volume \((2\pi)^3\), the electron density for \(\mu>e\) is

\[
\frac{1}{(2\pi)^3}\,\frac{4\pi}{3}\left(\frac{\mu-e}{v}\right)^3=\frac{1}{6\pi^2}\left(\frac{\mu-e}{v}\right)^3 .
\]

For \(\mu<e\), the empty states of the lower band, of energy \(e-v|k|\), fill a ball of radius \((e-\mu)/v\). Holes count negatively, and \(-(e-\mu)^3=(\mu-e)^3\), so the same formula holds. At \(\mu=e\) both sides are zero. Summing over cones gives \(n(\mu)\).

Each term increases strictly with \(\mu\) and vanishes at its own node. At the lowest node every term is nonpositive, and at the highest every term is nonnegative. Since \(n\) is continuous, it has a zero between them; since it is strictly increasing, it has no other.

Suppose that no node lies strictly below the neutral \(\mu\). Then every term is nonpositive, and as the sum is zero, every term is zero and every \(e_i\) equals \(\mu\). The same argument applies above. If the node energies are not all equal, \(\mu\) therefore has nodes strictly on both sides.

For two cones, the cubes cancel exactly when their bases are opposite:

\[
\frac{\mu-e_1}{v_1}=-\frac{\mu-e_2}{v_2}
\quad\Longleftrightarrow\quad
(v_1+v_2)\mu=v_2e_1+v_1e_2 .
\]

Subtracting the node energies gives

\[
\mu-e_1=\frac{v_1(e_2-e_1)}{v_1+v_2},\qquad
\mu-e_2=-\frac{v_2(e_2-e_1)}{v_1+v_2}.
\]

The distances are in the ratio \(v_1:v_2\), which gives the comparison.

## Placing the level from computed bands

For a material that fits this model, one can read \(e_i\) and \(v_i\) from the bands near each node, list symmetry-related nodes separately, and solve \(\sum_i(\mu-e_i)^3/v_i^3=0\) by bisection between the lowest and highest node energies. Suppose there are two groups of four nodes, at 0 and 30 meV, and the second group is twice as fast. The common factor four drops out, and the two-cone formula gives \(\mu=10\) meV. The cubes are then in the ratio \(10^3:(-20/2)^3\), and they cancel.

A single cone is neutral at its node. For two cones, letting \(v_1\to0\) at fixed \(v_2\) moves \(\mu\) to \(e_1\): the slow cone has the larger density of states and pins the level.

Applying the result to a material requires that the pockets at this \(\mu\) stay where the bands are linear and isotropic, and that no other band contributes carriers.

## Pockets and densities in Lean

```lean
import Mathlib

open MeasureTheory Real

namespace WeylChargeNeutrality

noncomputable section
```

Momentum space is `EuclideanSpace ℝ (Fin 3)`, with the node at the origin. The electron pocket is defined by the band energy, not as a ball.

```lean
/-- Momenta (with `ħ = 1`) whose upper-band state, of energy `e + v|k|`, lies below the
chemical potential `μ`. -/
def electronPocket (e v μ : ℝ) : Set (EuclideanSpace ℝ (Fin 3)) :=
  {k | e + v * ‖k‖ < μ}
```

The hole pocket is the corresponding set for the lower band.

```lean
/-- Momenta (with `ħ = 1`) whose lower-band state, of energy `e - v|k|`, lies above the
chemical potential `μ`. -/
def holePocket (e v μ : ℝ) : Set (EuclideanSpace ℝ (Fin 3)) :=
  {k | μ < e - v * ‖k‖}
```

In the density of one cone, `volume` is Lebesgue measure and `toReal` turns it into a real number. The sign convention is electrons minus holes, so the electric charge density has the opposite sign.

```lean
/-- Net carrier density of one Weyl cone with velocity `v > 0`: electrons minus holes, with
one state per momentum-space volume `(2π)³`. -/
def coneDensity (e v μ : ℝ) : ℝ :=
  ((volume (electronPocket e v μ)).toReal - (volume (holePocket e v μ)).toReal) / (2 * π) ^ 3
```

The index type `ι` labels the cones, and `Fintype ι` makes their number finite. Chirality does not enter.

```lean
/-- Net carrier density of a finite family of Weyl cones with node energies `e i` and
velocities `v i > 0`. -/
def netDensity {ι : Type*} [Fintype ι] (e v : ι → ℝ) (μ : ℝ) : ℝ :=
  ∑ i, coneDensity (e i) (v i) μ
```

## The cubic law and its monotonicity

The first lemma is the volume of a ball; `max r 0` accounts for a negative radius.

```lean
/-- The volume of a ball in momentum space is `4π/3` times the cube of its radius, and zero
if the radius is negative. -/
theorem volume_fermi_ball (r : ℝ) :
    (volume (Metric.ball (0 : EuclideanSpace ℝ (Fin 3)) r)).toReal
      = (max r 0) ^ 3 * (π * 4 / 3) := by
  have hp : (0 : ℝ) ≤ π * 4 / 3 := by positivity
  rw [EuclideanSpace.volume_ball_fin_three, ENNReal.toReal_mul, ENNReal.toReal_pow,
    ENNReal.toReal_ofReal', ENNReal.toReal_ofReal hp]
```

Next, `hE` and `hH` identify the two pockets as balls by solving the band inequalities for \(|k|\). The case split on `le_total e μ` then decides which pocket can be nonempty, and `ring` checks the prefactor.

```lean
/-- A Weyl cone with velocity `v > 0` carries the net density `((μ - e)/v)³ / (6π²)`. -/
theorem coneDensity_eq {v : ℝ} (hv : 0 < v) (e μ : ℝ) :
    coneDensity e v μ = ((μ - e) / v) ^ 3 / (6 * π ^ 2) := by
  -- both pockets are balls around the node
  have hE : electronPocket e v μ = Metric.ball 0 ((μ - e) / v) := by
    ext k
    simp only [electronPocket, Set.mem_ofPred_eq, mem_ball_zero_iff, lt_div_iff₀ hv]
    constructor <;> intro h <;> linarith
  have hH : holePocket e v μ = Metric.ball 0 ((e - μ) / v) := by
    ext k
    simp only [holePocket, Set.mem_ofPred_eq, mem_ball_zero_iff, lt_div_iff₀ hv]
    constructor <;> intro h <;> linarith
  rw [coneDensity, hE, hH, volume_fermi_ball, volume_fermi_ball,
    div_eq_div_iff (by positivity) (by positivity)]
  -- at most one of the two pockets is nonempty
  rcases le_total e μ with h | h
  · rw [max_eq_left (div_nonneg (by linarith) hv.le),
      max_eq_right (div_nonpos_of_nonpos_of_nonneg (by linarith) hv.le)]
    ring
  · rw [max_eq_right (div_nonpos_of_nonpos_of_nonneg (by linarith) hv.le),
      max_eq_left (div_nonneg (by linarith) hv.le)]
    ring
```

Two consequences carry the later sign arguments: the density is zero at the node, and it increases strictly because an odd power does.

```lean
/-- A Weyl cone with velocity `v > 0` is neutral when the chemical potential is at its node. -/
theorem coneDensity_node {v : ℝ} (hv : 0 < v) (e : ℝ) : coneDensity e v e = 0 := by
  simp [coneDensity_eq hv]

/-- The net density of a Weyl cone with velocity `v > 0` increases strictly with the chemical
potential. -/
theorem coneDensity_strictMono {v : ℝ} (hv : 0 < v) (e : ℝ) :
    StrictMono (coneDensity e v) := by
  intro a b hab
  rw [coneDensity_eq hv, coneDensity_eq hv]
  have h : (a - e) / v < (b - e) / v := div_lt_div_of_pos_right (by linarith) hv
  have h3 : ((a - e) / v) ^ 3 < ((b - e) / v) ^ 3 := Odd.strictMono_pow (by decide) h
  exact div_lt_div_of_pos_right h3 (by positivity)
```

Summing the cones gives the formula for \(n(\mu)\).

```lean
/-- For positive velocities the net density of the cones is
`∑ (μ - e i)³ / (v i)³`, divided by `6π²`. -/
theorem netDensity_eq {ι : Type*} [Fintype ι] {e v : ι → ℝ} (hv : ∀ i, 0 < v i) (μ : ℝ) :
    netDensity e v μ = (∑ i, (μ - e i) ^ 3 / v i ^ 3) / (6 * π ^ 2) := by
  rw [netDensity, Finset.sum_div]
  refine Finset.sum_congr rfl fun i _ => ?_
  rw [coneDensity_eq (hv i), div_pow]
```

## Existence, uniqueness and position

In the main theorem, `⨅ i, e i` and `⨆ i, e i` are the least and greatest node energies. The last clause says that any neutral `μ'` equals `μ`. The proof takes a lowest node `a` and a highest node `b`, obtains the signs `hlo` and `hhi`, and applies the intermediate value theorem. Injectivity of a strictly increasing function gives uniqueness.

```lean
/-- A finite nonempty family of Weyl cones with positive velocities is charge neutral at exactly
one chemical potential, and this lies between the least and the greatest node energy. -/
theorem exists_unique_neutral {ι : Type*} [Fintype ι] [Nonempty ι] {e v : ι → ℝ}
    (hv : ∀ i, 0 < v i) :
    ∃ μ ∈ Set.Icc (⨅ i, e i) (⨆ i, e i),
      netDensity e v μ = 0 ∧ ∀ μ', netDensity e v μ' = 0 → μ' = μ := by
  have hmono : StrictMono (netDensity e v) := fun a b hab =>
    Finset.sum_lt_sum_of_nonempty Finset.univ_nonempty
      fun i _ => coneDensity_strictMono (hv i) (e i) hab
  have hcont : Continuous (netDensity e v) := by
    rw [funext (netDensity_eq hv)]
    fun_prop
  obtain ⟨a, ha⟩ := Finite.exists_min e
  obtain ⟨b, hb⟩ := Finite.exists_max e
  -- no electrons when `μ` is at the lowest node, no holes when it is at the highest
  have hlo : netDensity e v (e a) ≤ 0 := Finset.sum_nonpos fun i _ =>
    ((coneDensity_strictMono (hv i) (e i)).monotone (ha i)).trans_eq
      (coneDensity_node (hv i) (e i))
  have hhi : 0 ≤ netDensity e v (e b) := Finset.sum_nonneg fun i _ =>
    (coneDensity_node (hv i) (e i)).symm.trans_le
      ((coneDensity_strictMono (hv i) (e i)).monotone (hb i))
  obtain ⟨μ, hμ, h0⟩ := intermediate_value_Icc (ha b) hcont.continuousOn ⟨hlo, hhi⟩
  exact ⟨μ, ⟨(ciInf_le (Set.finite_range e).bddBelow a).trans hμ.1,
    hμ.2.trans (le_ciSup (Set.finite_range e).bddAbove b)⟩, h0,
    fun μ' h' => hmono.injective (h'.trans h0.symm)⟩
```

The strict version assumes two unequal node energies, `e i ≠ e j`. Each half argues by contradiction: terms of one sign with zero sum all vanish, and `key` then places both nodes at `μ`.

```lean
/-- If the velocities are positive and two node energies differ, a neutral chemical potential
has a node strictly below it and a node strictly above it. -/
theorem neutral_strictly_between {ι : Type*} [Fintype ι] {e v : ι → ℝ}
    (hv : ∀ i, 0 < v i) {i j : ι} (hij : e i ≠ e j) {μ : ℝ} (h0 : netDensity e v μ = 0) :
    (∃ a, e a < μ) ∧ ∃ b, μ < e b := by
  have hsum : ∑ k, coneDensity (e k) (v k) μ = 0 := h0
  have key : ∀ k, coneDensity (e k) (v k) μ = 0 → μ = e k := fun k hk =>
    (coneDensity_strictMono (hv k) (e k)).injective
      (hk.trans (coneDensity_node (hv k) (e k)).symm)
  -- terms of one sign that sum to zero all vanish, so all nodes would coincide
  constructor
  · by_contra! h
    have hs := (Finset.sum_eq_zero_iff_of_nonpos fun k _ =>
      ((coneDensity_strictMono (hv k) (e k)).monotone (h k)).trans_eq
        (coneDensity_node (hv k) (e k))).1 hsum
    exact hij ((key i (hs i (Finset.mem_univ i))).symm.trans (key j (hs j (Finset.mem_univ j))))
  · by_contra! h
    have hs := (Finset.sum_eq_zero_iff_of_nonneg fun k _ =>
      (coneDensity_node (hv k) (e k)).symm.trans_le
        ((coneDensity_strictMono (hv k) (e k)).monotone (h k))).1 hsum
    exact hij ((key i (hs i (Finset.mem_univ i))).symm.trans (key j (hs j (Finset.mem_univ j))))
```

## Two cones

The lists `![e₁, e₂]` and `![v₁, v₂]` describe a family of two cones. The equivalence covers both directions: the stated \(\mu\) is neutral, and every neutral \(\mu\) has this value. The auxiliary `hodd` is the cancellation of cubes, and the remaining steps solve the linear equation.

```lean
/-- Two Weyl cones with positive velocities are neutral together exactly when the chemical
potential is the mean of the node energies, each weighted by the velocity of the other cone. -/
theorem two_cones_neutral_iff {e₁ e₂ v₁ v₂ : ℝ} (h₁ : 0 < v₁) (h₂ : 0 < v₂) (μ : ℝ) :
    netDensity ![e₁, e₂] ![v₁, v₂] μ = 0 ↔ μ = (v₂ * e₁ + v₁ * e₂) / (v₁ + v₂) := by
  have hN : netDensity ![e₁, e₂] ![v₁, v₂] μ = coneDensity e₁ v₁ μ + coneDensity e₂ v₂ μ := by
    simp [netDensity, Fin.sum_univ_two]
  have hc : (6 * π ^ 2 : ℝ) ≠ 0 := by positivity
  have hm : StrictMono (fun t : ℝ => t ^ 3) := Odd.strictMono_pow (by decide)
  -- the two cubes cancel only if their bases are opposite
  have hodd : ∀ x y : ℝ, (x ^ 3 + y ^ 3) / (6 * π ^ 2) = 0 ↔ x = -y := by
    intro x y
    constructor
    · intro h
      have h' := (div_eq_zero_iff.1 h).resolve_right hc
      have h3 : x ^ 3 = (-y) ^ 3 := by linear_combination h'
      exact hm.injective h3
    · intro h
      rw [h]
      ring
  rw [hN, coneDensity_eq h₁, coneDensity_eq h₂, ← add_div, hodd, ← neg_div,
    div_eq_div_iff h₁.ne' h₂.ne', eq_div_iff (add_pos h₁ h₂).ne']
  constructor <;> intro h <;> linear_combination h
```

The final theorem compares the distances. Its proof introduces `t`, equal to \((e_2-e_1)/(v_1+v_2)\), so that `d₁` and `d₂` are the two displacements found above. Unequal node energies make `t` nonzero, and \(|t|\) can be cancelled from the comparison. Exchanging the labels gives the case in which the second cone is slower.

```lean
/-- For two Weyl cones with positive velocities and different node energies, the neutral
chemical potential is closer to the first node exactly when the first cone is the slower one. -/
theorem closer_to_slower_cone {e₁ e₂ v₁ v₂ μ : ℝ} (h₁ : 0 < v₁) (h₂ : 0 < v₂)
    (he : e₁ ≠ e₂) (h0 : netDensity ![e₁, e₂] ![v₁, v₂] μ = 0) :
    |μ - e₁| < |μ - e₂| ↔ v₁ < v₂ := by
  have hs : v₁ + v₂ ≠ 0 := (add_pos h₁ h₂).ne'
  have hμ := (eq_div_iff hs).1 ((two_cones_neutral_iff h₁ h₂ μ).1 h0)
  obtain ⟨t, ht⟩ : ∃ t : ℝ, t * (v₁ + v₂) = e₂ - e₁ := ⟨_, div_mul_cancel₀ _ hs⟩
  have ht0 : t ≠ 0 := by
    intro h
    rw [h, zero_mul] at ht
    exact he (by linarith)
  -- the distances to the nodes are proportional to the velocities
  have d₁ : μ - e₁ = v₁ * t := mul_right_cancel₀ hs (by linear_combination hμ - v₁ * ht)
  have d₂ : μ - e₂ = -(v₂ * t) := mul_right_cancel₀ hs (by linear_combination hμ + v₂ * ht)
  rw [d₁, d₂, abs_neg, abs_mul, abs_mul, abs_of_pos h₁, abs_of_pos h₂]
  exact ⟨fun h => lt_of_mul_lt_mul_right h (abs_nonneg t),
    fun h => mul_lt_mul_of_pos_right h (abs_pos.2 ht0)⟩

end

end WeylChargeNeutrality
```

```lean
#print axioms WeylChargeNeutrality.exists_unique_neutral
#print axioms WeylChargeNeutrality.neutral_strictly_between
#print axioms WeylChargeNeutrality.two_cones_neutral_iff
#print axioms WeylChargeNeutrality.closer_to_slower_cone
```

```
'WeylChargeNeutrality.exists_unique_neutral' depends on axioms: [propext, Classical.choice, Quot.sound]
'WeylChargeNeutrality.neutral_strictly_between' depends on axioms: [propext, Classical.choice, Quot.sound]
'WeylChargeNeutrality.two_cones_neutral_iff' depends on axioms: [propext, Classical.choice, Quot.sound]
'WeylChargeNeutrality.closer_to_slower_cone' depends on axioms: [propext, Classical.choice, Quot.sound]
```
